# Bounds 3/4 and 1/3 on the depolarization ratio 3γ²/(45a² + 4γ²)

For real principal polarizabilities a₁, a₂, a₃, let a = (a₁ + a₂ + a₃)/3 be the mean, γ² = ½[(a₁ − a₂)² + (a₂ − a₃)² + (a₃ − a₁)²] the squared anisotropy, and ρ = 3γ²/(45a² + 4γ²) the depolarization ratio of randomly oriented, independently scattering molecules in linearly polarized light, observed at right angles to the beam and to its polarization. If the three values are not all zero, ρ ≤ 3/4, and if in addition none is negative, ρ ≤ 1/3. For a real symmetric 3×3 tensor α with components αᵢⱼ, indices running over 0, 1, 2 as in Lean, the two invariants are a = tr α/3 and γ² = (3 tr α² − (tr α)²)/2.

```lean
import Mathlib

open Matrix

namespace DepolarizationRatio

noncomputable section

/-- Mean polarizability of three principal values. -/
def meanPol (a₁ a₂ a₃ : ℝ) : ℝ := (a₁ + a₂ + a₃) / 3

/-- Squared anisotropy `γ²`: half the sum of squared differences of the principal values. -/
def anisoSq (a₁ a₂ a₃ : ℝ) : ℝ := ((a₁ - a₂) ^ 2 + (a₂ - a₃) ^ 2 + (a₃ - a₁) ^ 2) / 2

/-- Depolarization ratio `3γ² / (45 a² + 4γ²)` for mean `a` and squared anisotropy `g = γ²`. -/
def depol (a g : ℝ) : ℝ := 3 * g / (45 * a ^ 2 + 4 * g)

/-- Mean polarizability of a tensor, one third of its trace. -/
def tensorMean (α : Matrix (Fin 3) (Fin 3) ℝ) : ℝ := α.trace / 3

/-- The quantity `(3 tr α² - (tr α)²) / 2`, which is the squared anisotropy when `α` is symmetric. -/
def tensorAnisoSq (α : Matrix (Fin 3) (Fin 3) ℝ) : ℝ := (3 * (α * α).trace - α.trace ^ 2) / 2

/-- For a positive denominator the ratio is at most `3/4` with equality iff `a = 0`, at most
(equal to) `1/3` iff `γ²` is at most (equal to) `9a²`, and zero iff `γ² = 0`. -/
theorem depol_core (a g : ℝ) (hD : 0 < 45 * a ^ 2 + 4 * g) :
    depol a g ≤ 3 / 4 ∧ (depol a g = 3 / 4 ↔ a = 0) ∧
      (depol a g ≤ 1 / 3 ↔ g ≤ 9 * a ^ 2) ∧ (depol a g = 1 / 3 ↔ g = 9 * a ^ 2) ∧
      (depol a g = 0 ↔ g = 0) := by
  unfold depol
  refine ⟨?_, ?_, ?_, ?_, ?_⟩
  · rw [div_le_iff₀ hD]
    nlinarith [sq_nonneg a]
  · rw [div_eq_iff hD.ne']
    constructor
    · intro h
      have h2 : a ^ 2 = 0 := by linarith
      exact (pow_eq_zero_iff two_ne_zero).mp h2
    · intro h
      rw [h]
      ring
  · rw [div_le_iff₀ hD]
    constructor <;> intro h <;> linarith
  · rw [div_eq_iff hD.ne']
    constructor <;> intro h <;> linarith
  · rw [div_eq_iff hD.ne']
    constructor <;> intro h <;> linarith

/-- The squared anisotropy is `9a²` minus three times the sum of pairwise products of the
principal values. -/
theorem anisoSq_eq (a₁ a₂ a₃ : ℝ) :
    anisoSq a₁ a₂ a₃ = 9 * meanPol a₁ a₂ a₃ ^ 2 - 3 * (a₁ * a₂ + a₂ * a₃ + a₃ * a₁) := by
  unfold anisoSq meanPol
  ring

/-- The denominator `45a² + 4γ²` is positive unless all principal values vanish. -/
theorem denom_pos (a₁ a₂ a₃ : ℝ) (h : ¬(a₁ = 0 ∧ a₂ = 0 ∧ a₃ = 0)) :
    0 < 45 * meanPol a₁ a₂ a₃ ^ 2 + 4 * anisoSq a₁ a₂ a₃ := by
  -- the denominator is a sum of squares
  have e : 45 * meanPol a₁ a₂ a₃ ^ 2 + 4 * anisoSq a₁ a₂ a₃
      = 3 * (a₁ + a₂ + a₃) ^ 2 + 6 * (a₁ ^ 2 + a₂ ^ 2 + a₃ ^ 2) := by
    unfold anisoSq meanPol
    ring
  rw [e]
  by_contra hn
  have hn' := not_lt.mp hn
  have s := sq_nonneg (a₁ + a₂ + a₃)
  have s1 := sq_nonneg a₁
  have s2 := sq_nonneg a₂
  have s3 := sq_nonneg a₃
  have z : ∀ x : ℝ, x ^ 2 ≤ 0 → x = 0 := fun x hx =>
    (pow_eq_zero_iff two_ne_zero).mp (le_antisymm hx (sq_nonneg x))
  exact h ⟨z _ (by linarith), z _ (by linarith), z _ (by linarith)⟩

/-- For principal polarizabilities not all zero, the depolarization ratio is at most `3/4` with
equality iff the mean vanishes, is zero iff the three values coincide, and is at most `1/3`
when all three are nonnegative. -/
theorem depolarization_bounds (a₁ a₂ a₃ : ℝ) (h : ¬(a₁ = 0 ∧ a₂ = 0 ∧ a₃ = 0)) :
    depol (meanPol a₁ a₂ a₃) (anisoSq a₁ a₂ a₃) ≤ 3 / 4 ∧
      (depol (meanPol a₁ a₂ a₃) (anisoSq a₁ a₂ a₃) = 3 / 4 ↔ meanPol a₁ a₂ a₃ = 0) ∧
      (depol (meanPol a₁ a₂ a₃) (anisoSq a₁ a₂ a₃) = 0 ↔ a₁ = a₂ ∧ a₂ = a₃) ∧
      (0 ≤ a₁ → 0 ≤ a₂ → 0 ≤ a₃ → depol (meanPol a₁ a₂ a₃) (anisoSq a₁ a₂ a₃) ≤ 1 / 3) := by
  obtain ⟨c1, c2, c3, -, c5⟩ := depol_core _ _ (denom_pos a₁ a₂ a₃ h)
  refine ⟨c1, c2, ?_, fun h1 h2 h3 => ?_⟩
  · rw [c5]
    unfold anisoSq
    constructor
    · intro hg
      have s1 := sq_nonneg (a₁ - a₂)
      have s2 := sq_nonneg (a₂ - a₃)
      have s3 := sq_nonneg (a₃ - a₁)
      have e1 : (a₁ - a₂) ^ 2 = 0 := by linarith
      have e2 : (a₂ - a₃) ^ 2 = 0 := by linarith
      exact ⟨sub_eq_zero.mp ((pow_eq_zero_iff two_ne_zero).mp e1),
        sub_eq_zero.mp ((pow_eq_zero_iff two_ne_zero).mp e2)⟩
    · rintro ⟨e1, e2⟩
      rw [e1, e2]
      ring
  · -- pairwise products are nonnegative, so γ² ≤ 9a²
    rw [c3, anisoSq_eq]
    linarith [mul_nonneg h1 h2, mul_nonneg h2 h3, mul_nonneg h3 h1]

/-- For nonnegative principal polarizabilities not all zero, the ratio equals `1/3` iff two of
the three values vanish. -/
theorem depol_eq_third_iff (a₁ a₂ a₃ : ℝ) (h : ¬(a₁ = 0 ∧ a₂ = 0 ∧ a₃ = 0))
    (h1 : 0 ≤ a₁) (h2 : 0 ≤ a₂) (h3 : 0 ≤ a₃) :
    depol (meanPol a₁ a₂ a₃) (anisoSq a₁ a₂ a₃) = 1 / 3 ↔
      (a₂ = 0 ∧ a₃ = 0) ∨ (a₁ = 0 ∧ a₃ = 0) ∨ (a₁ = 0 ∧ a₂ = 0) := by
  rw [(depol_core _ _ (denom_pos a₁ a₂ a₃ h)).2.2.2.1, anisoSq_eq]
  constructor
  · intro e
    have p1 := mul_nonneg h1 h2
    have p2 := mul_nonneg h2 h3
    have p3 := mul_nonneg h3 h1
    have q1 := mul_eq_zero.mp (show a₁ * a₂ = 0 by linarith)
    have q2 := mul_eq_zero.mp (show a₂ * a₃ = 0 by linarith)
    have q3 := mul_eq_zero.mp (show a₃ * a₁ = 0 by linarith)
    tauto
  · rintro (⟨e1, e2⟩ | ⟨e1, e2⟩ | ⟨e1, e2⟩) <;> rw [e1, e2] <;> ring

/-- Mean and squared anisotropy of a tensor are unchanged by an orthogonal change of axes. -/
theorem tensor_invariants_rotate (α R : Matrix (Fin 3) (Fin 3) ℝ) (hR : Rᵀ * R = 1) :
    tensorMean (R * α * Rᵀ) = tensorMean α ∧ tensorAnisoSq (R * α * Rᵀ) = tensorAnisoSq α := by
  have t : ∀ β : Matrix (Fin 3) (Fin 3) ℝ, (R * β * Rᵀ).trace = β.trace := fun β => by
    rw [Matrix.trace_mul_cycle, hR, Matrix.one_mul]
  have s : R * α * Rᵀ * (R * α * Rᵀ) = R * (α * α) * Rᵀ := by
    calc R * α * Rᵀ * (R * α * Rᵀ) = R * α * (Rᵀ * R) * α * Rᵀ := by
          simp only [Matrix.mul_assoc]
      _ = R * (α * α) * Rᵀ := by
          rw [hR]
          simp only [Matrix.mul_one, Matrix.mul_assoc]
  unfold tensorMean tensorAnisoSq
  rw [s, t, t]
  exact ⟨rfl, rfl⟩

/-- A tensor with principal values `a₁, a₂, a₃` along orthogonal axes `R` has the mean and
squared anisotropy of its principal values. -/
theorem tensor_invariants_principal (a₁ a₂ a₃ : ℝ) (R : Matrix (Fin 3) (Fin 3) ℝ)
    (hR : Rᵀ * R = 1) :
    tensorMean (R * diagonal ![a₁, a₂, a₃] * Rᵀ) = meanPol a₁ a₂ a₃ ∧
      tensorAnisoSq (R * diagonal ![a₁, a₂, a₃] * Rᵀ) = anisoSq a₁ a₂ a₃ := by
  obtain ⟨e1, e2⟩ := tensor_invariants_rotate (diagonal ![a₁, a₂, a₃]) R hR
  have t1 : (diagonal ![a₁, a₂, a₃]).trace = a₁ + a₂ + a₃ := by
    simp [Fin.sum_univ_three]
  have t2 : (diagonal ![a₁, a₂, a₃] * diagonal ![a₁, a₂, a₃]).trace
      = a₁ * a₁ + a₂ * a₂ + a₃ * a₃ := by
    simp [Fin.sum_univ_three]
  rw [e1, e2]
  unfold tensorMean tensorAnisoSq meanPol anisoSq
  rw [t1, t2]
  exact ⟨rfl, by ring⟩

/-- Component form of the squared anisotropy of a symmetric tensor. -/
theorem tensorAnisoSq_components (α : Matrix (Fin 3) (Fin 3) ℝ) (hα : α.IsSymm) :
    tensorAnisoSq α
      = anisoSq (α 0 0) (α 1 1) (α 2 2) + 3 * (α 0 1 ^ 2 + α 1 2 ^ 2 + α 0 2 ^ 2) := by
  have h10 : α 1 0 = α 0 1 := hα.apply 0 1
  have h20 : α 2 0 = α 0 2 := hα.apply 0 2
  have h21 : α 2 1 = α 1 2 := hα.apply 1 2
  simp only [tensorAnisoSq, anisoSq, Matrix.trace_fin_three, Matrix.mul_apply,
    Fin.sum_univ_three, h10, h20, h21]
  ring

/-- For a nonzero symmetric tensor the depolarization ratio is at most `3/4` with equality iff
the mean vanishes, and at most `1/3` when the quadratic form of the tensor is nonnegative. -/
theorem tensor_depolarization_bounds (α : Matrix (Fin 3) (Fin 3) ℝ) (hα : α.IsSymm)
    (h0 : α ≠ 0) :
    depol (tensorMean α) (tensorAnisoSq α) ≤ 3 / 4 ∧
      (depol (tensorMean α) (tensorAnisoSq α) = 3 / 4 ↔ tensorMean α = 0) ∧
      ((∀ x, 0 ≤ x ⬝ᵥ α *ᵥ x) → depol (tensorMean α) (tensorAnisoSq α) ≤ 1 / 3) := by
  have h10 : α 1 0 = α 0 1 := hα.apply 0 1
  have h20 : α 2 0 = α 0 2 := hα.apply 0 2
  have h21 : α 2 1 = α 1 2 := hα.apply 1 2
  have hm : tensorMean α = meanPol (α 0 0) (α 1 1) (α 2 2) := by
    simp only [tensorMean, meanPol, Matrix.trace_fin_three]
  have hg := tensorAnisoSq_components α hα
  have hD : 0 < 45 * tensorMean α ^ 2 + 4 * tensorAnisoSq α := by
    rw [hm, hg]
    have s1 := sq_nonneg (α 0 1)
    have s2 := sq_nonneg (α 1 2)
    have s3 := sq_nonneg (α 0 2)
    by_cases hd : α 0 0 = 0 ∧ α 1 1 = 0 ∧ α 2 2 = 0
    · obtain ⟨d0, d1, d2⟩ := hd
      by_contra hn
      rw [d0, d1, d2] at hn
      have hn' : α 0 1 ^ 2 + α 1 2 ^ 2 + α 0 2 ^ 2 ≤ 0 := by
        unfold meanPol anisoSq at hn
        linarith [not_lt.mp hn]
      have z1 : α 0 1 = 0 := (pow_eq_zero_iff two_ne_zero).mp (by linarith)
      have z2 : α 1 2 = 0 := (pow_eq_zero_iff two_ne_zero).mp (by linarith)
      have z3 : α 0 2 = 0 := (pow_eq_zero_iff two_ne_zero).mp (by linarith)
      apply h0
      ext i j
      fin_cases i <;> fin_cases j <;> simp [h10, h20, h21, d0, d1, d2, z1, z2, z3]
    · linarith [denom_pos _ _ _ hd]
  obtain ⟨c1, c2, c3, -, -⟩ := depol_core _ _ hD
  refine ⟨c1, c2, fun hp => ?_⟩
  have quad : ∀ v : Fin 3 → ℝ, 0 ≤ α 0 0 * v 0 ^ 2 + α 1 1 * v 1 ^ 2 + α 2 2 * v 2 ^ 2
      + 2 * (α 0 1 * v 0 * v 1 + α 1 2 * v 1 * v 2 + α 0 2 * v 0 * v 2) := fun v => by
    have := hp v
    simp only [Matrix.mulVec, dotProduct, Fin.sum_univ_three, h10, h20, h21] at this
    linarith
  have q : ∀ x y z : ℝ, 0 ≤ α 0 0 * x ^ 2 + α 1 1 * y ^ 2 + α 2 2 * z ^ 2
      + 2 * (α 0 1 * x * y + α 1 2 * y * z + α 0 2 * x * z) := fun x y z => by
    simpa using quad ![x, y, z]
  -- the three 2×2 principal minors are nonnegative
  have m1 : discrim (α 0 0) (2 * α 0 1) (α 1 1) ≤ 0 :=
    discrim_le_zero fun t => by linarith [q t 1 0]
  have m2 : discrim (α 1 1) (2 * α 1 2) (α 2 2) ≤ 0 :=
    discrim_le_zero fun t => by linarith [q 0 t 1]
  have m3 : discrim (α 0 0) (2 * α 0 2) (α 2 2) ≤ 0 :=
    discrim_le_zero fun t => by linarith [q t 0 1]
  unfold discrim at m1 m2 m3
  rw [c3, hg, hm, anisoSq_eq]
  linarith

/-- The non-diagonal tensor with entries `1` in the upper 2×2 block is symmetric, nonzero, has a
nonnegative quadratic form, and has depolarization ratio `1/3`. -/
theorem tensor_depolarization_witness :
    let α : Matrix (Fin 3) (Fin 3) ℝ := !![1, 1, 0; 1, 1, 0; 0, 0, 0]
    α.IsSymm ∧ α ≠ 0 ∧ (∀ x, 0 ≤ x ⬝ᵥ α *ᵥ x) ∧
      depol (tensorMean α) (tensorAnisoSq α) = 1 / 3 := by
  intro α
  have hs : α.IsSymm := by
    ext i j
    fin_cases i <;> fin_cases j <;> simp [α]
  refine ⟨hs, fun h => ?_, fun x => ?_, ?_⟩
  · have := congrFun (congrFun h 0) 0
    simp [α] at this
  · have e : x ⬝ᵥ α *ᵥ x = (x 0 + x 1) ^ 2 := by
      simp [α, Matrix.mulVec, dotProduct, Fin.sum_univ_three]
      ring
    rw [e]
    positivity
  · have e1 : tensorMean α = 2 / 3 := by
      simp [tensorMean, Matrix.trace_fin_three, α]
      norm_num
    have e2 : tensorAnisoSq α = 4 := by
      rw [tensorAnisoSq_components α hs]
      simp [anisoSq, α]
      norm_num
    rw [e1, e2]
    norm_num [depol]

end

end DepolarizationRatio
```

```lean
#print axioms DepolarizationRatio.depolarization_bounds
#print axioms DepolarizationRatio.depol_eq_third_iff
#print axioms DepolarizationRatio.tensor_invariants_principal
#print axioms DepolarizationRatio.tensor_depolarization_bounds
```

```
'DepolarizationRatio.depolarization_bounds' depends on axioms: [propext, Classical.choice, Quot.sound]
'DepolarizationRatio.depol_eq_third_iff' depends on axioms: [propext, Classical.choice, Quot.sound]
'DepolarizationRatio.tensor_invariants_principal' depends on axioms: [propext, Classical.choice, Quot.sound]
'DepolarizationRatio.tensor_depolarization_bounds' depends on axioms: [propext, Classical.choice, Quot.sound]
```

## What the theorems say

The functions `meanPol` and `anisoSq` are a and γ² for three real numbers, and `tensorMean` and `tensorAnisoSq` are the matrix versions. The function `depol a g` is the ratio, with `g` standing for γ² itself and not for γ.

`depolarization_bounds` assumes that a₁, a₂, a₃ are not all zero and makes four statements: ρ ≤ 3/4; ρ = 3/4 exactly when a = 0; ρ = 0 exactly when a₁ = a₂ = a₃; and ρ ≤ 1/3 if all three values are nonnegative. The first three allow any signs. `depol_eq_third_iff` adds that, for nonnegative values not all zero, ρ = 1/3 exactly when two of the three vanish. The hypothesis `h` matters because Lean sets 0/0 = 0, so at a₁ = a₂ = a₃ = 0 the mean would vanish while `depol` returned 0 and not 3/4.

`tensor_invariants_rotate` says that a and γ² are unchanged under α → RαRᵀ whenever RᵀR = 1. The invariance of the two trace expressions holds without symmetry of α, although the second is the squared anisotropy only for symmetric α, and R may be a reflection as well as a rotation. `tensor_invariants_principal` says that for α = R diag(a₁, a₂, a₃) Rᵀ the tensor formulas return the principal-value ones.

`tensor_depolarization_bounds` takes a symmetric α ≠ 0 and gives ρ ≤ 3/4, equality exactly when a = 0, and ρ ≤ 1/3 if xᵀαx ≥ 0 for every real vector x, written `0 ≤ x ⬝ᵥ α *ᵥ x`. The cases ρ = 0 and ρ = 1/3 are characterised for principal values only. For tensors, `tensor_depolarization_witness` supplies one non-diagonal example with ρ = 1/3.

## The physics encoded

Linearly polarized light with its field along a laboratory axis Z induces a dipole αE, where E is the field. The molecules are taken to scatter independently, as in a dilute gas, so that their intensities add. Observed at right angles to the beam and to Z, the scattered intensity polarized along Z is proportional to the orientational average of α_ZZ², and that polarized along the perpendicular axis X to the average of α_XZ². For randomly oriented molecules with a symmetric tensor the usual values are

⟨α_ZZ²⟩ = (45a² + 4γ²)/45,   ⟨α_XZ²⟩ = 3γ²/45,

and their quotient is ρ. These averages are the motivation for `depol` and are not derived in the file, where the ratio is a definition; the same status holds for the other physical remarks here and for the alternatives at the end. The tensor is real and symmetric, so complex tensors and antisymmetric parts, which can arise at resonance, are not covered.

In Rayleigh scattering α is the polarizability, and in non-resonant vibrational Raman scattering its derivative along a normal coordinate takes its place. Such a derivative can have principal values of either sign, and a nonzero traceless one gives 3/4. For a real symmetric tensor taken from an electronic-structure calculation, with the formula for ρ accepted as given, 3/4 is a ceiling in every case and 1/3 is a ceiling whenever the tensor is positive semidefinite, as the exact static electronic polarizability of a non-degenerate ground state is.

## Why it is true

Write D = 45a² + 4γ² for the denominator and suppose D > 0. Multiplying through by D turns each statement on ρ into one on a and γ²:

ρ ≤ 3/4 ⇔ 12γ² ≤ 135a² + 12γ² ⇔ 0 ≤ 135a²,

ρ ≤ 1/3 ⇔ 9γ² ≤ 45a² + 4γ² ⇔ γ² ≤ 9a².

The first always holds. With equality signs in place of the inequalities, ρ = 3/4 ⇔ a² = 0, ρ = 1/3 ⇔ γ² = 9a², and ρ = 0 ⇔ γ² = 0. This is `depol_core`, stated for any reals `a` and `g` with D > 0. The rewrites `div_le_iff₀` and `div_eq_iff` are the multiplication by D, and what remains is linear in a² and `g`.

Let S = a₁ + a₂ + a₃, Q = a₁² + a₂² + a₃² and P = a₁a₂ + a₂a₃ + a₃a₁. Expanding the squared differences gives γ² = Q − P, and 9a² = S² = Q + 2P. Subtracting,

γ² = 9a² − 3P,

which is `anisoSq_eq`. For the denominator, 45a² = 5S², and 2P = S² − Q gives 4γ² = 4Q − 2(S² − Q) = 6Q − 2S², so

D = 3S² + 6Q.

If D ≤ 0, each aᵢ² is at most zero and all three values vanish. `denom_pos` follows this route: `e` is the identity, checked by `ring`, and `z` turns x² ≤ 0 into x = 0.

`depolarization_bounds` feeds `denom_pos` into `depol_core`, which settles both statements on 3/4. For ρ = 0, a vanishing sum of three squared differences forces (a₁ − a₂)² = 0 and (a₂ − a₃)² = 0 (`e1`, `e2`), and conversely equal values give γ² = 0. For nonnegative values each pairwise product is nonnegative, so P ≥ 0 and γ² ≤ 9a². In `depol_eq_third_iff` the condition γ² = 9a² becomes P = 0. Three nonnegative products with zero sum are each zero, so every pair of principal values contains a zero (`q1`, `q2`, `q3`), and `tauto` concludes that two of the three vanish. Conversely, two zeros remove every product.

For tensors, cyclicity of the trace gives, for any matrix β,

tr(RβRᵀ) = tr(RᵀRβ) = tr β,

and (RαRᵀ)(RαRᵀ) = Rα(RᵀR)αRᵀ = Rα²Rᵀ. These are `t` and `s` in `tensor_invariants_rotate`, and applying `t` to α and to α² shows that both invariants are unchanged. For a diagonal matrix tr α = S and tr α² = Q (`t1`, `t2`), so (3Q − S²)/2 = (2Q − 2P)/2 = Q − P = γ², which completes `tensor_invariants_principal`.

The bound for a general symmetric tensor uses components and never diagonalises α. Let W = α₀₁² + α₁₂² + α₀₂². Symmetry gives tr α² = α₀₀² + α₁₁² + α₂₂² + 2W, so `tensorAnisoSq_components` reads

γ² = γ²(α₀₀, α₁₁, α₂₂) + 3W,

where the first term is the principal-value formula applied to the diagonal entries. The mean is that of the diagonal entries (`hm`), so D is the denominator of the diagonal entries plus 12W. In `hD`, if some diagonal entry is nonzero, `denom_pos` makes the first part positive. If all three vanish, D = 12W, and D ≤ 0 would make every entry zero, against α ≠ 0. The statements on 3/4 then come from `depol_core`.

For the bound 1/3, evaluate the quadratic form (`quad`, `q`) at x = (t, 1, 0) with t real:

α₀₀t² + 2α₀₁t + α₁₁ ≥ 0 for all t.

A negative α₀₀ is excluded by large t. If α₀₀ = 0 the expression is linear in t and stays nonnegative only for α₀₁ = 0. If α₀₀ > 0, the choice t = −α₀₁/α₀₀ gives α₁₁ − α₀₁²/α₀₀ ≥ 0. In both remaining cases α₀₁² ≤ α₀₀α₁₁. Mathlib's `discrim_le_zero` covers all of these at once and yields `m1`, the discriminant 4α₀₁² − 4α₀₀α₁₁ ≤ 0. The vectors (0, t, 1) and (t, 0, 1) give `m2` and `m3` in the same way. Combining the component form with `anisoSq_eq`,

γ² = 9a² − 3[(α₀₀α₁₁ − α₀₁²) + (α₁₁α₂₂ − α₁₂²) + (α₀₀α₂₂ − α₀₂²)].

The bracket is the sum of the three 2×2 principal minors, each nonnegative, so γ² ≤ 9a² and the final `linarith` closes the proof.

## The rod limit

Take an axial tensor, a₂ = a₃. Then γ² = (a₁ − a₂)², and at a₁ = a₂ ≠ 0 the ratio is zero. At the other end, a₁ = s > 0 and a₂ = a₃ = 0, a molecule polarizable along one axis only has a = s/3 and γ² = s², so

ρ = 3s²/(5s² + 4s²) = 1/3,

independently of s, in agreement with `depol_eq_third_iff`.

The witness is such a rod lying off the coordinate axes. Its matrix has entries 1 in the upper 2×2 block and equals 2nnᵀ with the unit vector n = (1, 1, 0)/√2, so its principal values are 2, 0, 0. The proof writes the form as (x₀ + x₁)², finds a = 2/3, and gets γ² = 1 + 3 = 4 from the component formula. Then ρ = 12/(20 + 16) = 1/3, so the tensor bound is attained.

## Another way to model it

The ratio could have been defined as the quotient of two integrals, of (RαRᵀ)₀₂² and (RαRᵀ)₂₂², over rotations R with the invariant measure, indices 0 and 2 playing X and Z. The coefficients 3, 45 and 4 would then be results to prove, for instance from fourth moments of rotation-matrix entries, and the inequalities would follow afterwards exactly as above. The scattering geometry would also become visible in the definition, whereas here it is fixed only through the numbers in `depol`. For unpolarized incident light the customary ratio is 6γ²/(45a² + 7γ²), and the same conditions a = 0 and γ² = 9a² would correspond to the values 6/7 and 1/2.
